# Time-averaged Green–Kubo diffusion vanishes at long times in a finite quantum system with current $J=i[H,X]$

Take a qubit with $H=\sigma_z$ and coordinate $X=\sigma_x$, in units with $\hbar=1$. The current is $J=i[H,X]=-2\sigma_y$, and the coordinate just rotates: $X(t)=\cos(2t)\,\sigma_x-\sin(2t)\,\sigma_y$. When I integrate the current correlation over both of its times in a window $[0,T]$ and divide by $2T$, I get the time-averaged Green–Kubo coefficient $2\sin^2(T)/T$, whatever the state. It dies out as $T$ grows. Is that because a qubit is so small, or does every finite system lose its diffusion this way? And does the state have to be stationary?

## A bounded displacement cannot keep up with $T$

It happens in every finite system whose current is $i[H,X]$ with Hermitian matrices $H$ and $X$, and the state need not be stationary. For a density matrix $r$ and $T>0$, define

$$D(T)=\frac1{2T}\int_0^T\!\!\int_0^T \mathrm{tr}\big(r\,J(s)J(u)\big)\,du\,ds .$$

With $U(t)=e^{itH}$ and $A(t)=U(t)AU(-t)$, the product rule gives

$$\frac{dX(t)}{dt}=U(t)\,i(HX-XH)\,U(-t)=J(t).$$

Each time integral therefore turns a current into the displacement $\Delta=X(T)-X$:

$$D(T)=\frac{\mathrm{tr}(r\Delta^2)}{2T}.$$

This is the Einstein–Helfand form. Since $r$ is positive semidefinite, write $r=B^\dagger B$ and let $b_j$ be the columns of $B^\dagger$. As $\Delta$ is Hermitian, cyclicity of the trace gives

$$\mathrm{tr}(r\Delta^2)=\mathrm{tr}\big((\Delta B^\dagger)^\dagger\Delta B^\dagger\big)=\sum_j\|\Delta b_j\|^2 .$$

The sum is real and nonnegative. It is at most $\|\Delta\|^2\sum_j\|b_j\|^2=\|\Delta\|^2\,\mathrm{tr}\,r=\|\Delta\|^2$, with the operator norm. Unitary evolution preserves that norm, so $\|\Delta\|\le\|X(T)\|+\|X\|=2\|X\|$, and

$$0\le D(T)\le\frac{4\|X\|^2}{2T}=\frac{2\|X\|^2}{T}\longrightarrow 0 .$$

Your qubit reaches the upper bound at $T=\pi/2$, where $X(T)=-X$.

Stationarity simplifies the correlation instead. If $r$ commutes with $H$, cyclicity moves the last factor $U(-u)$ to the front and then through $r$, which leaves $\mathrm{tr}(r\,J(s-u)J)$. Then $D(T)$ is the average over $0\le T'\le T$ of the more usual single integral $\int_0^{T'}\mathrm{Re}\,\mathrm{tr}(r\,J(t)J)\,dt$. That integral itself need not tend to zero: for the qubit in a stationary state it is $2\sin(2T')$, and only its average dies out.

For simulations of a single particle on a finite open chain of length $L$, with positions measured from the centre, $\|X\|=L/2$ and $D(T)\le L^2/(2T)$. A plateau of height $D_0$ in $D(T)$ can thus last at most until the time $L^2/(2D_0)$. Keeping it up to a chosen time $T$ requires $L\ge\sqrt{2D_0T}$, a necessary length that may not suffice.

## What the Lean statements say

The finite type `n` labels the basis states. `evolution`, `heisenberg` and `current` are $U(t)$, $A(t)$ and $J$, and `diffusion H X r T` is $D(T)$ as a complex number. In `diffusion_bounds`, `hr` and `htr` make `r` a density matrix, `hH` and `hX` make $H$ and $X$ Hermitian, and the conclusion is that the imaginary part is zero and the real part obeys both bounds. `diffusion_tendsto_zero` takes $T\to\infty$ with the matrices fixed.

The correlation is the plain product, not the Kubo-transformed one. Symmetrising it would leave $D(T)$ unchanged, because $s$ and $u$ run over the same window. The theorems make no statement about the infinite-size limit or unbounded coordinates. The form of $J$ is a real restriction: a nonzero conserved current, as for free hopping on a ring, is not $i[H,X]$ for any matrix $X$.

```lean
import Mathlib

open Matrix Complex
open scoped ComplexOrder MatrixOrder Matrix.Norms.L2Operator

namespace GreenKuboFinite

noncomputable section

variable {n : Type*} [Fintype n] [DecidableEq n]

/-- The evolution operator `exp(i t H)`. -/
def evolution (H : Matrix n n ℂ) (t : ℝ) : Matrix n n ℂ :=
  NormedSpace.exp ((t : ℂ) • (I • H))

/-- The Heisenberg-picture observable `A(t) = exp(i t H) A exp(-i t H)`. -/
def heisenberg (H A : Matrix n n ℂ) (t : ℝ) : Matrix n n ℂ :=
  evolution H t * A * evolution H (-t)

/-- The current `J = i[H, X]` that belongs to the coordinate `X`. -/
def current (H X : Matrix n n ℂ) : Matrix n n ℂ := I • (H * X - X * H)

/-- The Green-Kubo diffusion coefficient over the time window `[0, T]`, for `T ≠ 0`:
`1/(2T)` times the double time integral of `tr(r J(s) J(u))`. -/
def diffusion (H X r : Matrix n n ℂ) (T : ℝ) : ℂ :=
  ((1 / (2 * T) : ℝ) : ℂ) * ∫ s in (0 : ℝ)..T, ∫ u in (0 : ℝ)..T,
    (r * heisenberg H (current H X) s * heisenberg H (current H X) u).trace

/-- Evolutions over successive times compose. -/
theorem evolution_add (H : Matrix n n ℂ) (s t : ℝ) :
    evolution H (s + t) = evolution H s * evolution H t := by
  unfold evolution
  rw [ofReal_add, add_smul]
  exact Matrix.exp_add_of_commute _ _ (((Commute.refl (I • H)).smul_left _).smul_right _)

/-- Heisenberg equation of motion: the velocity of `X(t)` is the current `J(t)`. -/
theorem heisenberg_equation (H X : Matrix n n ℂ) (t : ℝ) :
    HasDerivAt (heisenberg H X) (heisenberg H (current H X) t) t := by
  have hneg : ∀ u : ℝ, evolution H (-u) = NormedSpace.exp ((u : ℂ) • (-(I • H))) := by
    intro u
    simp only [evolution, ofReal_neg, neg_smul, smul_neg]
  have h1 := hasDerivAt_exp_smul_const (I • H) (t : ℂ)
  have h2 := hasDerivAt_exp_smul_const' (-(I • H)) (t : ℂ)
  have hc : HasDerivAt (fun u : ℝ => (u : ℂ)) 1 t := by
    simpa using (hasDerivAt_id t).ofReal_comp
  have h := HasDerivAt.scomp (h := fun u : ℝ => (u : ℂ)) t ((h1.mul_const X).fun_mul h2) hc
  have hf : heisenberg H X = (fun z : ℂ => NormedSpace.exp (z • (I • H)) * X *
      NormedSpace.exp (z • (-(I • H)))) ∘ (fun u : ℝ => (u : ℂ)) := by
    funext u
    simp only [heisenberg, hneg, Function.comp_apply]
    rfl
  rw [hf]
  refine h.congr_deriv ?_
  simp only [heisenberg, hneg, current]
  simp only [evolution, one_smul, smul_mul_assoc, mul_smul_comm,
    mul_sub, sub_mul, smul_sub, mul_neg, neg_mul, mul_assoc]
  abel

/-- The time integral of the current, inside any trace, is the displacement `X(T) - X`. -/
theorem integral_current (H X A B : Matrix n n ℂ) (T : ℝ) :
    ∫ t in (0 : ℝ)..T, (A * heisenberg H (current H X) t * B).trace
      = (A * (heisenberg H X T - X) * B).trace := by
  have hd : ∀ (Y : Matrix n n ℂ) (t : ℝ), HasDerivAt (fun u => (A * heisenberg H Y u * B).trace)
      (A * heisenberg H (current H Y) t * B).trace t := by
    intro Y t
    let L : Matrix n n ℂ →ₗ[ℂ] ℂ :=
      Matrix.traceLinearMap n ℂ ℂ ∘ₗ LinearMap.mulRight ℂ B ∘ₗ LinearMap.mulLeft ℂ A
    exact ((LinearMap.toContinuousLinearMap L).restrictScalars ℝ).hasFDerivAt.comp_hasDerivAt t
      (heisenberg_equation H Y t)
  have hcont : Continuous fun t => (A * heisenberg H (current H X) t * B).trace :=
    continuous_iff_continuousAt.mpr fun t => (hd (current H X) t).continuousAt
  have h0 : heisenberg H X 0 = X := by
    simp [heisenberg, evolution, NormedSpace.exp_zero]
  rw [intervalIntegral.integral_eq_sub_of_hasDerivAt (fun t _ => hd X t)
    (hcont.intervalIntegrable _ _), h0, mul_sub, sub_mul, Matrix.trace_sub]

/-- Einstein-Helfand form: the Green-Kubo coefficient is the mean square displacement
`tr(r (X(T) - X)²)` times `1/(2T)`. -/
theorem diffusion_eq_displacement (H X r : Matrix n n ℂ) (T : ℝ) :
    diffusion H X r T = ((1 / (2 * T) : ℝ) : ℂ) *
      (r * (heisenberg H X T - X) * (heisenberg H X T - X)).trace := by
  have inner : ∀ s : ℝ, ∫ u in (0 : ℝ)..T,
      (r * heisenberg H (current H X) s * heisenberg H (current H X) u).trace
      = (r * heisenberg H (current H X) s * (heisenberg H X T - X)).trace := by
    intro s
    simpa only [mul_one] using integral_current H X (r * heisenberg H (current H X) s) 1 T
  unfold diffusion
  simp only [inner]
  rw [integral_current]

/-- In a density matrix `r`, the second moment of a Hermitian observable `A` is real and lies
between zero and the squared operator norm of `A`. -/
theorem second_moment_bounds {r A : Matrix n n ℂ} (hr : r.PosSemidef) (htr : r.trace = 1)
    (hA : A.IsHermitian) :
    (r * A * A).trace.im = 0 ∧ 0 ≤ (r * A * A).trace.re ∧ (r * A * A).trace.re ≤ ‖A‖ ^ 2 := by
  obtain ⟨B, hB⟩ := CStarAlgebra.nonneg_iff_eq_star_mul_self.mp
    (Matrix.nonneg_iff_posSemidef.mpr hr)
  rw [Matrix.star_eq_conjTranspose] at hB
  have hs : ∀ M : Matrix n n ℂ, (Mᴴ * M).trace = ((∑ j, ∑ i, ‖M i j‖ ^ 2 : ℝ) : ℂ) := by
    intro M
    simp only [Matrix.trace, Matrix.diag_apply, Matrix.mul_apply, Matrix.conjTranspose_apply]
    push_cast
    exact Finset.sum_congr rfl fun j _ => Finset.sum_congr rfl fun i _ => Complex.conj_mul' _
  -- the second moment is the squared Hilbert-Schmidt norm of `A Bᴴ`
  have h1 : (r * A * A).trace = ((∑ j, ∑ i, ‖(A * Bᴴ) i j‖ ^ 2 : ℝ) : ℂ) := by
    rw [← hs, Matrix.conjTranspose_mul, Matrix.conjTranspose_conjTranspose, hA.eq, hB,
      mul_assoc, mul_assoc, Matrix.trace_mul_comm]
    simp only [mul_assoc]
  have h2 : ∑ j, ∑ i, ‖Bᴴ i j‖ ^ 2 = (1 : ℝ) := by
    have h := hs Bᴴ
    rw [Matrix.conjTranspose_conjTranspose, Matrix.trace_mul_comm, ← hB, htr] at h
    exact_mod_cast h.symm
  -- `A` stretches each column of `Bᴴ` by at most its operator norm
  have h3 : ∀ j, ∑ i, ‖(A * Bᴴ) i j‖ ^ 2 ≤ ‖A‖ ^ 2 * ∑ i, ‖Bᴴ i j‖ ^ 2 := by
    intro j
    have h := pow_le_pow_left₀ (norm_nonneg _)
      (Matrix.l2_opNorm_mulVec A (WithLp.toLp 2 fun i => Bᴴ i j)) 2
    rw [mul_pow, EuclideanSpace.norm_sq_eq, EuclideanSpace.norm_sq_eq] at h
    exact h
  rw [h1, ofReal_im, ofReal_re]
  refine ⟨rfl, by positivity, (Finset.sum_le_sum fun j _ => h3 j).trans ?_⟩
  rw [← Finset.mul_sum, h2, mul_one]

/-- For Hermitian `H` and `X`, a density matrix `r` and `T > 0`, the Green-Kubo coefficient is
real and lies between `0` and `2‖X‖²/T`, with the operator norm. -/
theorem diffusion_bounds {H X r : Matrix n n ℂ} (hH : H.IsHermitian) (hX : X.IsHermitian)
    (hr : r.PosSemidef) (htr : r.trace = 1) {T : ℝ} (hT : 0 < T) :
    (diffusion H X r T).im = 0 ∧ 0 ≤ (diffusion H X r T).re ∧
      (diffusion H X r T).re ≤ 2 * ‖X‖ ^ 2 / T := by
  have hstar : ∀ t : ℝ, (evolution H t)ᴴ = evolution H (-t) := by
    intro t
    unfold evolution
    rw [← Matrix.exp_conjTranspose, Matrix.conjTranspose_smul, Matrix.conjTranspose_smul, hH.eq]
    simp
  have hinv : ∀ t : ℝ, evolution H t * evolution H (-t) = 1 := by
    intro t
    rw [← evolution_add, add_neg_cancel]
    simp [evolution, NormedSpace.exp_zero]
  have hU : ∀ t : ℝ, evolution H t ∈ unitary (Matrix n n ℂ) := by
    intro t
    rw [Unitary.mem_iff, Matrix.star_eq_conjTranspose, hstar]
    exact ⟨mul_eq_one_comm.mp (hinv t), hinv t⟩
  have hD : (heisenberg H X T - X).IsHermitian := by
    refine Matrix.IsHermitian.sub ?_ hX
    unfold Matrix.IsHermitian heisenberg
    rw [Matrix.conjTranspose_mul, Matrix.conjTranspose_mul, hstar, hstar, hX.eq, neg_neg,
      mul_assoc]
  -- unitary evolution preserves the norm, so the displacement is at most `2‖X‖`
  have hn : ‖heisenberg H X T - X‖ ≤ 2 * ‖X‖ := by
    have h : ‖heisenberg H X T‖ = ‖X‖ := by
      unfold heisenberg
      rw [CStarRing.norm_mul_mem_unitary _ (hU (-T)), CStarRing.norm_mem_unitary_mul _ (hU T)]
    linarith [norm_sub_le (heisenberg H X T) X]
  obtain ⟨him, h0, h1⟩ := second_moment_bounds hr htr hD
  rw [diffusion_eq_displacement, Complex.im_ofReal_mul, Complex.re_ofReal_mul, him]
  refine ⟨mul_zero _, by positivity, ?_⟩
  calc _ ≤ 1 / (2 * T) * (2 * ‖X‖) ^ 2 := by
        gcongr
        exact h1.trans (pow_le_pow_left₀ (norm_nonneg _) hn 2)
    _ = 2 * ‖X‖ ^ 2 / T := by
        field_simp

/-- For fixed Hermitian matrices `H` and `X` and a density matrix `r`, the Green-Kubo coefficient
`diffusion H X r T`, a double time integral divided by `2T`, tends to zero as `T` grows. -/
theorem diffusion_tendsto_zero {H X r : Matrix n n ℂ} (hH : H.IsHermitian)
    (hX : X.IsHermitian) (hr : r.PosSemidef) (htr : r.trace = 1) :
    Filter.Tendsto (diffusion H X r) Filter.atTop (nhds 0) := by
  refine squeeze_zero_norm' (a := fun T : ℝ => 2 * ‖X‖ ^ 2 / T) ?_
    (tendsto_const_nhds.div_atTop Filter.tendsto_id)
  filter_upwards [Filter.eventually_gt_atTop 0] with T hT
  obtain ⟨him, h0, h1⟩ := diffusion_bounds hH hX hr htr hT
  have h := Complex.norm_le_abs_re_add_abs_im (diffusion H X r T)
  rw [him, abs_zero, add_zero, abs_of_nonneg h0] at h
  exact h.trans h1

/-- If `r` commutes with `H`, the correlation of `J(s)` and `J(u)`, for any matrix `J`,
depends only on the time difference `s - u`. -/
theorem correlation_stationary {H r : Matrix n n ℂ} (hc : Commute r H) (J : Matrix n n ℂ)
    (s u : ℝ) :
    (r * heisenberg H J s * heisenberg H J u).trace = (r * heisenberg H J (s - u) * J).trace := by
  have hE : r * evolution H (-u) = evolution H (-u) * r :=
    (((hc.smul_right I).smul_right ((-u : ℝ) : ℂ)).exp_right).eq
  have h1 : evolution H (-(s - u)) = evolution H (-s) * evolution H u := by
    rw [← evolution_add]
    congr 1
    ring
  have h2 : evolution H (s - u) = evolution H (-u) * evolution H s := by
    rw [← evolution_add]
    congr 1
    ring
  unfold heisenberg
  rw [h1, h2]
  -- move the last evolution operator to the front and through `r`
  calc _ = ((r * evolution H s * J * evolution H (-s) * evolution H u * J) *
        evolution H (-u)).trace := by simp only [mul_assoc]
    _ = (evolution H (-u) * r *
        (evolution H s * J * evolution H (-s) * evolution H u * J)).trace := by
        rw [Matrix.trace_mul_comm]
        simp only [mul_assoc]
    _ = _ := by
        rw [← hE]
        simp only [mul_assoc]

/-- The upper bound is attained: for a qubit with `H = σz`, `X = σx` and `T = π/2`, the
coefficient equals `2‖X‖²/T` for every `r` of trace one. -/
theorem diffusion_bound_attained (r : Matrix (Fin 2) (Fin 2) ℂ) (htr : r.trace = 1) :
    diffusion (Matrix.diagonal ![1, -1]) !![0, 1; 1, 0] r (Real.pi / 2)
      = ((2 * ‖(!![0, 1; 1, 0] : Matrix (Fin 2) (Fin 2) ℂ)‖ ^ 2 / (Real.pi / 2) : ℝ) : ℂ) := by
  have hev : ∀ t : ℝ, evolution (Matrix.diagonal ![1, -1]) t
      = Matrix.diagonal ![Complex.exp (t * I), Complex.exp (-(t * I))] := by
    intro t
    have h : (t : ℂ) • (I • (Matrix.diagonal ![1, -1] : Matrix (Fin 2) (Fin 2) ℂ))
        = Matrix.diagonal ![t * I, -(t * I)] := by
      ext i j
      fin_cases i <;> fin_cases j <;> simp
    rw [evolution, h, Matrix.exp_diagonal]
    congr 1
    funext i
    rw [Pi.coe_exp, ← Complex.exp_eq_exp_ℂ]
    fin_cases i <;> rfl
  have he : Complex.exp (((Real.pi / 2 : ℝ) : ℂ) * I) = I := by
    rw [Complex.exp_mul_I, ← Complex.ofReal_cos, ← Complex.ofReal_sin, Real.cos_pi_div_two,
      Real.sin_pi_div_two]
    simp
  -- a half turn about the z axis reverses `σx`
  have hflip : heisenberg (Matrix.diagonal ![1, -1]) !![0, 1; 1, 0] (Real.pi / 2)
      = -(!![0, 1; 1, 0] : Matrix (Fin 2) (Fin 2) ℂ) := by
    rw [heisenberg, hev, hev, ofReal_neg, neg_mul, neg_neg, Complex.exp_neg, he, Complex.inv_I]
    ext i j
    fin_cases i <;> fin_cases j <;> simp [Matrix.mul_apply, Fin.sum_univ_succ]
  have hsq : (!![0, 1; 1, 0] : Matrix (Fin 2) (Fin 2) ℂ) * !![0, 1; 1, 0] = 1 := by
    ext i j
    fin_cases i <;> fin_cases j <;> simp [Matrix.mul_apply, Fin.sum_univ_succ]
  have hst : star (!![0, 1; 1, 0] : Matrix (Fin 2) (Fin 2) ℂ) = !![0, 1; 1, 0] := by
    ext i j
    fin_cases i <;> fin_cases j <;> simp [Matrix.star_apply]
  have hnorm : ‖(!![0, 1; 1, 0] : Matrix (Fin 2) (Fin 2) ℂ)‖ ^ 2 = 1 := by
    rw [sq, ← CStarRing.norm_star_mul_self, hst, hsq, CStarRing.norm_one]
  rw [diffusion_eq_displacement, hflip, hnorm]
  generalize (!![0, 1; 1, 0] : Matrix (Fin 2) (Fin 2) ℂ) = X at hsq
  have h4 : r * (-X - X) * (-X - X) = (4 : ℂ) • r := by
    calc r * (-X - X) * (-X - X) = 4 • (r * (X * X)) := by noncomm_ring
      _ = (4 : ℂ) • r := by
        rw [hsq, mul_one]
        module
  rw [h4, Matrix.trace_smul, htr, smul_eq_mul, mul_one]
  push_cast
  have hpi : (Real.pi : ℂ) ≠ 0 := by exact_mod_cast Real.pi_ne_zero
  field_simp
  norm_num

end

end GreenKuboFinite
```

```lean
#print axioms GreenKuboFinite.diffusion_tendsto_zero
-- 'GreenKuboFinite.diffusion_tendsto_zero' depends on axioms: [propext, Classical.choice, Quot.sound]
#print axioms GreenKuboFinite.correlation_stationary
-- 'GreenKuboFinite.correlation_stationary' depends on axioms: [propext, Classical.choice, Quot.sound]
#print axioms GreenKuboFinite.diffusion_bound_attained
-- 'GreenKuboFinite.diffusion_bound_attained' depends on axioms: [propext, Classical.choice, Quot.sound]
```

## From the equation of motion to the bound

`heisenberg_equation` differentiates the two exponentials. `integral_current` applies the fundamental theorem of calculus inside a trace, with arbitrary matrices on either side of the current; `diffusion_eq_displacement` uses it first for $u$, then for $s$.

In `second_moment_bounds`, `h1` is the sum of squared norms, `h2` the normalisation $\sum_j\|b_j\|^2=1$, and `h3` the estimate for each column. `diffusion_bounds` shows that the evolution is unitary (`hU`), that $\Delta$ is Hermitian (`hD`) and that $\|\Delta\|\le2\|X\|$ (`hn`), then combines these. The limit follows by squeezing.

`correlation_stationary` carries out the cyclic move, with `hE` taking the evolution operator through `r`. For the qubit, `diffusion_bound_attained` proves $X(\pi/2)=-X$ in `hflip` and $\|X\|^2=1$ in `hnorm`. Then $\Delta^2=4$, and only the trace of `r` enters.
